# Among unit-charge holes with depth between 0 and n, the block hole has the largest Coulomb integral

## How low can the energy of an electron and its hole go?

If all I ask of a model exchange-correlation hole is that it contains one unit of charge, its energy has no floor. I can spread the hole uniformly over a ball of radius $a$ around the electron, and the Coulomb energy, $-3/(4a)$ in atomic units, goes to minus infinity as $a$ shrinks.

In a uniform gas of density $n$ this collapse should be impossible, because the hole can't remove more density than is there. Let $h(u)$ be the spherically averaged depth of the hole at distance $u$ from the electron, with $h\le n$ and $\int_0^\infty 4\pi u^2 h\,du=1$. I also assume $h\ge0$, which means that the other electrons are nowhere denser than the average. Let $R$ be the radius of the sphere that holds one electron, $4\pi R^3n/3=1$. I expect that

$$\int_0^\infty 4\pi u\,h(u)\,du\le\frac{3}{2R}.$$

Can this be made rigorous and checked by machine, including the question of which hole reaches the bound?

## Comparing a hole with the block hole

Yes. The extreme case is the block hole $b$, with $b(u)=n$ for $u\le R$ and $b(u)=0$ beyond. Its charge and Coulomb integral are

$$\int_0^R 4\pi u^2 n\,du=\frac{4\pi R^3n}{3}=1,\qquad
\int_0^R 4\pi u\,n\,du=2\pi R^2n=\frac{3}{2R}\cdot\frac{4\pi R^3n}{3}=\frac{3}{2R}.$$

For any other hole $h$, the Coulomb integral $C[h]=\int_0^\infty 4\pi u\,h\,du$ converges. For $u\le1$, in whatever unit of length is used, the integrand is at most $4\pi u\,n$. For $u>1$ it is at most $4\pi u^2h$, whose integral is finite by the sum rule.

Both holes have unit charge, so $\int_0^\infty 4\pi u^2(b-h)\,du=0$. Subtracting $1/R$ times this zero from the difference of the Coulomb integrals gives

$$\frac{3}{2R}-C[h]=\int_0^\infty 4\pi u\,(b-h)\,du=\int_0^\infty 4\pi u\left(1-\frac uR\right)(b-h)\,du.$$

The last integrand is never negative. For $u\le R$ we have $1-u/R\ge0$ and $b-h=n-h\ge0$. For $u>R$ we have $1-u/R<0$ and $b-h=-h\le0$. Hence $C[h]\le 3/(2R)$.

If equality holds, a nonnegative integrand has zero integral and so vanishes at almost every $u>0$. The weight $4\pi u(1-u/R)$ is zero only at $u=R$, so $h=b$ almost everywhere. Conversely, a hole that agrees with $b$ almost everywhere has the same Coulomb integral.

The Coulomb energy per electron is $-\tfrac12C[h]$ in atomic units. Since $1/R=(4\pi n/3)^{1/3}$,

$$-\frac12C[h]\ge-\frac{3}{4R}=-\frac34\left(\frac{4\pi n}{3}\right)^{1/3}.$$

## Holes and their integrals in Lean

The depth is a function `h : ℝ → ℝ`, of which only the values at $u>0$ matter, since `holeCharge` and `coulombIntegral` integrate over `Ioi 0`. The predicate `IsHole n h` collects the two depth bounds, at every $u>0$, and the sum rule `holeCharge h = 1`. With this sign convention a positive `h` means missing electrons.

The hypothesis `hnR` fixes $R$ as the radius of the one-electron sphere. There are three main statements, all for positive `n`; the first two also use `hnR` and take `R` positive:

- `coulombIntegral_le` is the bound $C[h]\le3/(2R)$.
- `coulombIntegral_eq_iff` says that a hole attains it if and only if it equals `blockHole n R` at almost every $u>0$.
- `energy_per_electron_ge` is the energy bound, in which $R$ no longer appears.

The theorem `blockHole_witness` shows that the block hole itself satisfies `IsHole`.

The depth bounds are assumed here and not derived from a wavefunction. The upper one, $h\le n$, stands for the fact that the density of the other electrons, seen from a given electron, can't be negative. The lower one, $0\le h$, says that these electrons are nowhere denser than the average. The exchange hole of the uniform gas obeys it, but the hole of a strongly correlated gas need not. The energy bound can then fail too: in a uniform gas of sufficiently low density, where the electrons come close to a Wigner crystal, the Coulomb energy per electron lies below $-3/(4R)$. In an inhomogeneous gas the local density is not in general a valid ceiling for the depth, because the hole reaches into regions that may be denser; an upper bound on the density everywhere can take the place of $n$.

For model holes in density-functional work, the result gives a floor on the Coulomb energy at a given density, provided that the hole obeys both depth bounds. The correlation part of the kinetic energy is included only if $h$ is already averaged over the coupling strength.

```lean
import Mathlib

open MeasureTheory Set
open scoped Real

namespace ExchangeCorrelationHole

noncomputable section

/-- The total charge `∫ 4π u² h(u) du` of a spherically averaged hole of depth `h`. -/
def holeCharge (h : ℝ → ℝ) : ℝ := ∫ u in Ioi (0 : ℝ), 4 * π * u ^ 2 * h u

/-- The Coulomb integral `∫ 4π u h(u) du` between an electron and its hole. -/
def coulombIntegral (h : ℝ → ℝ) : ℝ := ∫ u in Ioi (0 : ℝ), 4 * π * u * h u

/-- A hole in a gas of density `n`: its depth lies between `0` and `n`, and it
contains one unit of charge. -/
structure IsHole (n : ℝ) (h : ℝ → ℝ) : Prop where
  nonneg : ∀ u, 0 < u → 0 ≤ h u
  le_density : ∀ u, 0 < u → h u ≤ n
  sum_rule : holeCharge h = 1

/-- The block hole: depth `n` up to the radius `R`, and zero beyond. -/
def blockHole (n R u : ℝ) : ℝ := if u ≤ R then n else 0

/-- The difference between block hole and hole `h`, weighted by `4π u (1 - u/R)`,
for `R ≠ 0`. -/
def deficit (n R : ℝ) (h : ℝ → ℝ) (u : ℝ) : ℝ :=
  4 * π * u * (1 - u / R) * (blockHole n R u - h u)

lemma mul_blockHole (n R : ℝ) (f : ℝ → ℝ) :
    (fun u => f u * blockHole n R u) = (Iic R).indicator (fun u => f u * n) := by
  funext u
  simp only [blockHole, indicator_apply, mem_Iic, mul_ite, mul_zero]

lemma integrable_mul_blockHole (n R : ℝ) {f : ℝ → ℝ} (hf : Continuous f) :
    Integrable (fun u => f u * blockHole n R u) (volume.restrict (Ioi 0)) := by
  rw [mul_blockHole, integrable_indicator_iff measurableSet_Iic, IntegrableOn,
    Measure.restrict_restrict measurableSet_Iic, inter_comm, Ioi_inter_Iic]
  exact (hf.mul continuous_const).integrableOn_Ioc

lemma integral_mul_blockHole (n : ℝ) {R : ℝ} (hR : 0 ≤ R) {f F : ℝ → ℝ}
    (hf : Continuous f) (hF : ∀ u, HasDerivAt F (f u) u) :
    ∫ u in Ioi (0 : ℝ), f u * blockHole n R u = (F R - F 0) * n := by
  rw [mul_blockHole, setIntegral_indicator measurableSet_Iic, Ioi_inter_Iic,
    ← intervalIntegral.integral_of_le hR, intervalIntegral.integral_mul_const,
    intervalIntegral.integral_eq_sub_of_hasDerivAt (fun u _ => hF u)
      (hf.intervalIntegrable 0 R)]

/-- If a sphere of radius `R` holds one electron at density `n`, the block hole is a
hole in the gas of density `n`. -/
theorem blockHole_witness {n R : ℝ} (hn : 0 < n) (hR : 0 < R)
    (hnR : 4 * π * R ^ 3 * n / 3 = 1) : IsHole n (blockHole n R) := by
  refine ⟨fun u _ => ?_, fun u _ => ?_, ?_⟩
  · unfold blockHole
    split_ifs <;> linarith
  · unfold blockHole
    split_ifs <;> linarith
  · have hF : ∀ u : ℝ, HasDerivAt (fun u : ℝ => 4 * π / 3 * u ^ 3) (4 * π * u ^ 2) u :=
      fun u => ((hasDerivAt_pow 3 u).const_mul (4 * π / 3)).congr_deriv
        (by push_cast; ring)
    refine (integral_mul_blockHole n hR.le (by fun_prop) hF).trans ?_
    linear_combination hnR

/-- The Coulomb integral of the block hole is `3/(2R)` when its sphere holds one
electron. -/
theorem coulombIntegral_blockHole {n R : ℝ} (hR : 0 < R)
    (hnR : 4 * π * R ^ 3 * n / 3 = 1) :
    coulombIntegral (blockHole n R) = 3 / (2 * R) := by
  have hF : ∀ u : ℝ, HasDerivAt (fun u : ℝ => 2 * π * u ^ 2) (4 * π * u) u :=
    fun u => ((hasDerivAt_pow 2 u).const_mul (2 * π)).congr_deriv (by push_cast; ring)
  refine (integral_mul_blockHole n hR.le (by fun_prop) hF).trans ?_
  rw [eq_div_iff (by positivity)]
  linear_combination 3 * hnR

lemma IsHole.integrable_charge {n : ℝ} {h : ℝ → ℝ} (hh : IsHole n h) :
    Integrable (fun u => 4 * π * u ^ 2 * h u) (volume.restrict (Ioi 0)) := by
  by_contra hc
  have h1 := hh.sum_rule
  rw [holeCharge, integral_undef hc] at h1
  exact zero_ne_one h1

/-- The Coulomb integrand of every hole is integrable. -/
theorem IsHole.integrable_coulomb {n : ℝ} {h : ℝ → ℝ} (hh : IsHole n h) :
    Integrable (fun u => 4 * π * u * h u) (volume.restrict (Ioi 0)) := by
  have hc := hh.integrable_charge
  have hb := integrable_mul_blockHole n 1 (f := fun u => 4 * π * u) (by fun_prop)
  have hi : Measurable (fun u : ℝ => u⁻¹) := by fun_prop
  have hm : AEStronglyMeasurable (fun u => u⁻¹ * (4 * π * u ^ 2 * h u))
      (volume.restrict (Ioi 0)) := hi.aestronglyMeasurable.mul hc.aestronglyMeasurable
  refine Integrable.mono' (hc.add hb) (hm.congr ?_) ?_
  · filter_upwards [ae_restrict_mem measurableSet_Ioi] with u hu
    have hu0 : u ≠ 0 := (mem_Ioi.1 hu).ne'
    field_simp
  · filter_upwards [ae_restrict_mem measurableSet_Ioi] with u hu
    have hu0 : 0 < u := hu
    have h0 := hh.nonneg u hu0
    have hp : 0 ≤ 4 * π * u := by positivity
    rw [Real.norm_of_nonneg (mul_nonneg hp h0)]
    change 4 * π * u * h u ≤ 4 * π * u ^ 2 * h u + 4 * π * u * blockHole n 1 u
    by_cases h1 : u ≤ 1
    · -- close to the electron the depth bound controls the integrand
      rw [blockHole, if_pos h1]
      have h2 := mul_le_mul_of_nonneg_left (hh.le_density u hu0) hp
      have h3 : 0 ≤ 4 * π * u ^ 2 * h u := by positivity
      linarith
    · -- far away the charge does
      rw [blockHole, if_neg h1]
      have h2 : 0 ≤ 4 * π * u * h u * (u - 1) :=
        mul_nonneg (mul_nonneg hp h0) (by linarith)
      linarith

lemma deficit_nonneg {n R : ℝ} {h : ℝ → ℝ} (hR : 0 < R) (hh : IsHole n h)
    {u : ℝ} (hu : 0 < u) : 0 ≤ deficit n R h u := by
  have hp : 0 ≤ 4 * π * u := by positivity
  unfold deficit blockHole
  split_ifs with h1
  · exact mul_nonneg (mul_nonneg hp (sub_nonneg.2 ((div_le_one hR).2 h1)))
      (sub_nonneg.2 (hh.le_density u hu))
  · have h2 : 0 ≤ u / R - 1 := sub_nonneg.2 ((one_le_div hR).2 (not_le.1 h1).le)
    have h3 := mul_nonneg (mul_nonneg hp h2) (hh.nonneg u hu)
    linarith

/-- The Coulomb integral of a hole falls short of `3/(2R)` by exactly the integral of
the weighted difference between block hole and hole. -/
theorem coulomb_deficit {n R : ℝ} {h : ℝ → ℝ} (hn : 0 < n) (hR : 0 < R)
    (hnR : 4 * π * R ^ 3 * n / 3 = 1) (hh : IsHole n h) :
    Integrable (deficit n R h) (volume.restrict (Ioi 0)) ∧
      3 / (2 * R) - coulombIntegral h = ∫ u in Ioi (0 : ℝ), deficit n R h u := by
  have hB := blockHole_witness hn hR hnR
  have j1 : Integrable (fun u => 4 * π * u * blockHole n R u - 4 * π * u * h u)
      (volume.restrict (Ioi 0)) := hB.integrable_coulomb.sub hh.integrable_coulomb
  have j2 : Integrable (fun u => 4 * π * u ^ 2 * blockHole n R u - 4 * π * u ^ 2 * h u)
      (volume.restrict (Ioi 0)) := hB.integrable_charge.sub hh.integrable_charge
  have j3 : Integrable (fun u => R⁻¹ *
      (4 * π * u ^ 2 * blockHole n R u - 4 * π * u ^ 2 * h u))
      (volume.restrict (Ioi 0)) := j2.const_mul R⁻¹
  have key : deficit n R h = fun u =>
      (4 * π * u * blockHole n R u - 4 * π * u * h u) -
        R⁻¹ * (4 * π * u ^ 2 * blockHole n R u - 4 * π * u ^ 2 * h u) := by
    funext u
    unfold deficit
    ring
  rw [key]
  refine ⟨j1.sub j3, ?_⟩
  rw [integral_sub j1 j3, integral_const_mul,
    integral_sub hB.integrable_coulomb hh.integrable_coulomb,
    integral_sub hB.integrable_charge hh.integrable_charge]
  -- the two charges cancel by the sum rule
  change _ = (coulombIntegral (blockHole n R) - coulombIntegral h) -
    R⁻¹ * (holeCharge (blockHole n R) - holeCharge h)
  rw [hB.sum_rule, hh.sum_rule, coulombIntegral_blockHole hR hnR]
  ring

/-- Hole depth and sum rule bound the Coulomb integral by `3/(2R)`, where `R` is the
radius of the sphere that holds one electron at density `n`. -/
theorem coulombIntegral_le {n R : ℝ} {h : ℝ → ℝ} (hn : 0 < n) (hR : 0 < R)
    (hnR : 4 * π * R ^ 3 * n / 3 = 1) (hh : IsHole n h) :
    coulombIntegral h ≤ 3 / (2 * R) := by
  have h1 : 0 ≤ ∫ u in Ioi (0 : ℝ), deficit n R h u :=
    setIntegral_nonneg measurableSet_Ioi fun u hu => deficit_nonneg hR hh hu
  linarith [(coulomb_deficit hn hR hnR hh).2]

/-- A hole attains the bound `3/(2R)` if and only if it is the block hole at almost
every distance `u > 0`. -/
theorem coulombIntegral_eq_iff {n R : ℝ} {h : ℝ → ℝ} (hn : 0 < n) (hR : 0 < R)
    (hnR : 4 * π * R ^ 3 * n / 3 = 1) (hh : IsHole n h) :
    coulombIntegral h = 3 / (2 * R) ↔
      ∀ᵐ u ∂(volume.restrict (Ioi (0 : ℝ))), h u = blockHole n R u := by
  constructor
  · intro he
    obtain ⟨hint, hdef⟩ := coulomb_deficit hn hR hnR hh
    have hpos : 0 ≤ᵐ[volume.restrict (Ioi (0 : ℝ))] deficit n R h := by
      filter_upwards [ae_restrict_mem measurableSet_Ioi] with u hu
      exact deficit_nonneg hR hh hu
    have hz := (integral_eq_zero_iff_of_nonneg_ae hpos hint).1 (by linarith)
    have hne : ∀ᵐ u ∂(volume.restrict (Ioi (0 : ℝ))), u ≠ R :=
      ae_restrict_of_ae (by simp [ae_iff])
    -- away from `u = R` the weight is nonzero, so the two depths agree
    filter_upwards [hz, hne, ae_restrict_mem measurableSet_Ioi] with u h0 h1 hu
    have hu0 : 0 < u := hu
    have h2 : 4 * π * u * (1 - u / R) * (blockHole n R u - h u) = 0 := h0
    have h3 : 1 - u / R ≠ 0 := fun e =>
      h1 ((div_eq_one_iff_eq hR.ne').1 (by linarith))
    have h4 := (mul_eq_zero.1 h2).resolve_left (mul_ne_zero (by positivity) h3)
    linarith
  · intro he
    rw [← coulombIntegral_blockHole hR hnR]
    refine integral_congr_ae ?_
    filter_upwards [he] with u hu
    rw [hu]

/-- The Coulomb energy per electron, minus half the Coulomb integral of the hole, is at
least `-(3/4) (4πn/3)^(1/3)` in atomic units. -/
theorem energy_per_electron_ge {n : ℝ} {h : ℝ → ℝ} (hn : 0 < n) (hh : IsHole n h) :
    -(3 / 4) * (4 * π * n / 3) ^ (1 / 3 : ℝ) ≤ -(1 / 2) * coulombIntegral h := by
  have hx : 0 < 4 * π * n / 3 := by positivity
  obtain ⟨X, hX⟩ : ∃ X, X = (4 * π * n / 3) ^ (1 / 3 : ℝ) := ⟨_, rfl⟩
  have hX0 : 0 < X := hX ▸ Real.rpow_pos_of_pos hx _
  have hX3 : X ^ 3 = 4 * π * n / 3 := by
    rw [hX, ← Real.rpow_natCast, ← Real.rpow_mul hx.le]
    norm_num
  -- the radius of the one-electron sphere is `1/X`
  have hnR : 4 * π * X⁻¹ ^ 3 * n / 3 = 1 := by
    calc 4 * π * X⁻¹ ^ 3 * n / 3 = (4 * π * n / 3) * (X ^ 3)⁻¹ := by
          rw [inv_pow]; ring
      _ = 1 := by rw [← hX3]; exact mul_inv_cancel₀ (by positivity)
  have hb := coulombIntegral_le hn (inv_pos.2 hX0) hnR hh
  have he : 3 / (2 * X⁻¹) = 3 / 2 * X := by field_simp
  rw [he] at hb
  rw [← hX]
  linarith

end

end ExchangeCorrelationHole
```

```lean
#print axioms ExchangeCorrelationHole.coulombIntegral_blockHole
#print axioms ExchangeCorrelationHole.coulombIntegral_eq_iff
#print axioms ExchangeCorrelationHole.energy_per_electron_ge
```

```
'ExchangeCorrelationHole.coulombIntegral_blockHole' depends on axioms: [propext, Classical.choice, Quot.sound]
'ExchangeCorrelationHole.coulombIntegral_eq_iff' depends on axioms: [propext, Classical.choice, Quot.sound]
'ExchangeCorrelationHole.energy_per_electron_ge' depends on axioms: [propext, Classical.choice, Quot.sound]
```

## From the block integrals to the equality case

The first three lemmas handle integrals against the block hole. `mul_blockHole` writes the product as a function cut off at $R$, `integrable_mul_blockHole` shows that it is integrable, and `integral_mul_blockHole` evaluates it from an antiderivative. With the antiderivatives $\tfrac{4\pi}{3}u^3$ and $2\pi u^2$ this gives the charge in `blockHole_witness` and the value $3/(2R)$ in `coulombIntegral_blockHole`. In both, `linear_combination` brings in the condition on $R$.

`IsHole.integrable_charge` and `IsHole.integrable_coulomb` settle convergence. The second dominates the Coulomb integrand of the hole by its charge integrand plus the Coulomb integrand of a block of depth $n$ and radius 1, and the case split `by_cases h1 : u ≤ 1` is the one made by hand.

The function `deficit` is the weighted difference $4\pi u(1-u/R)(b-h)$, and `deficit_nonneg` checks its sign inside and outside $R$. In `coulomb_deficit`, the equation `key` expands this function into a Coulomb part and $1/R$ times a charge part. Then `integral_sub` splits the integrals, and the two sum rules cancel the charges. The bound `coulombIntegral_le` follows by combining this identity with the sign.

For equality, `integral_eq_zero_iff_of_nonneg_ae` turns the zero integral into the statement that `deficit` vanishes at almost every $u>0$. The single point $u=R$ is discarded as a null set, and elsewhere the nonzero weight is divided out. The energy theorem sets $X=(4\pi n/3)^{1/3}$, proves $X^3=4\pi n/3$, and applies the bound with $R=1/X$.

## How the sum rule supplies integrability

`IsHole` does not list measurability or convergence as separate conditions, yet the proof splits integrals of differences with `integral_sub`, which needs both. The lemma `integral_undef` provides them. Mathlib gives the integral of a non-integrable function the value 0, so if the charge integrand were not integrable, the sum rule would read $0=1$. The equation `holeCharge h = 1` therefore already contains integrability, and with it measurability up to a null set.

Multiplying the charge integrand by $u^{-1}$ carries the measurability over to the Coulomb integrand, and the domination argument then makes that integrable too. The bound is thus a statement about a convergent integral.

## A hole that turns negative can exceed the bound

Suppose that $h\le n$ and the sum rule are kept, but $0\le h$ is given up. Take

$$h(u)=\begin{cases}n,&u\le2R,\\[2pt]-\tfrac{7}{19}\,n,&2R<u\le3R,\\[2pt]0,&u>3R.\end{cases}$$

The inner ball contains $2^3=8$ units of charge. The shell has the volume of $3^3-2^3=19$ one-electron spheres and contributes $-7$, so the total is 1. The Coulomb integral is

$$2\pi nR^2\left(4-\frac{7}{19}\,(9-4)\right)=\frac{41}{19}\cdot\frac{3}{2R},$$

more than twice the bound. The surplus of electrons in the shell pays for a hole that is too large near the electron, where the Coulomb weight is greater. This $h$ only tests the hypothesis $0\le h$ and is not the hole of a real uniform gas: the structure factor $1-\int_0^\infty 4\pi u^2h(u)\,\frac{\sin ku}{ku}\,du$ would be negative at small $k>0$, which is impossible.
